# Splitting a Hamiltonian with a nonlocal core term into core and valence parts

Let `H` be a finite Hermitian matrix, and let the columns of `C` be orthonormal eigenvectors of it, the core states, with real energies `E`. The theorem says that, for any square matrix `M` indexed by the core levels, `H + C M Cᴴ - e` is the sum of a core part `C (M + E - e) Cᴴ`, with `E` read as a diagonal matrix, and a valence part, which is `H - e` between two copies of the projector `1 - C Cᴴ`. The hypotheses also say that `e` is a real lower bound on ⟨y, Hy⟩/⟨y, y⟩ for every nonzero vector y orthogonal to the core, but the proof of the identity does not use this bound. The attempt writes `P` for `C Cᴴ` and `X` for `H P`, shows that `P H` is also `X`, and then expands the valence part one product at a time.

Lean 4 with Mathlib refuses this proof:

```lean
import Mathlib

open Matrix
open scoped ComplexOrder

namespace CoreValenceDecomposition

noncomputable section

variable {n m : Type*} [Fintype n] [DecidableEq n] [Fintype m] [DecidableEq m]

/-- The columns of `C` are orthonormal core eigenvectors of the Hermitian matrix `H` with real
energies `E`, and every vector orthogonal to them has mean energy at least `e`. -/
structure IsCoreSplit (H : Matrix n n ℂ) (C : Matrix n m ℂ) (E : m → ℝ) (e : ℝ) : Prop where
  hermitian : H.IsHermitian
  eigen : H * C = C * diagonal (fun k => (E k : ℂ))
  orthonormal : Cᴴ * C = 1
  valence : ∀ y : n → ℂ, Cᴴ *ᵥ y = 0 → (e : ℂ) * (star y ⬝ᵥ y) ≤ star y ⬝ᵥ H *ᵥ y

/-- The Hamiltonian with a nonlocal core term, measured from the energy `e`:
`H + C M Cᴴ - e`. -/
def shiftedOperator (H : Matrix n n ℂ) (C : Matrix n m ℂ) (M : Matrix m m ℂ) (e : ℝ) :
    Matrix n n ℂ :=
  H + C * M * Cᴴ - (e : ℂ) • 1

/-- The small matrix `M + E - e`, indexed by the core levels. -/
def coreMatrix (M : Matrix m m ℂ) (E : m → ℝ) (e : ℝ) : Matrix m m ℂ :=
  M + diagonal (fun k => (E k : ℂ)) - (e : ℂ) • 1

/-- For a core split, the shifted operator is the sum of a core part, given by the small matrix,
and a valence part, given by `H - e` between projectors onto the complement of the core. -/
theorem core_valence_decomposition {H : Matrix n n ℂ} {C : Matrix n m ℂ} {E : m → ℝ} {e : ℝ}
    (h : IsCoreSplit H C E e) (M : Matrix m m ℂ) :
    shiftedOperator H C M e = C * coreMatrix M E e * Cᴴ
      + (1 - C * Cᴴ) * (H - (e : ℂ) • 1) * (1 - C * Cᴴ) := by
  -- the adjoint eigenvalue equation uses that `H` is Hermitian and `E` is real
  have hadj : Cᴴ * H = diagonal (fun k => (E k : ℂ)) * Cᴴ := by
    have h1 := congrArg conjTranspose h.eigen
    rw [conjTranspose_mul, conjTranspose_mul, h.hermitian.eq, diagonal_conjTranspose] at h1
    rw [h1]
    congr 2
    funext k
    simp
  have hcore : C * coreMatrix M E e * Cᴴ = C * M * Cᴴ
      + C * diagonal (fun k => (E k : ℂ)) * Cᴴ - (e : ℂ) • (C * Cᴴ) := by
    simp only [coreMatrix, Matrix.mul_sub, Matrix.mul_add, Matrix.sub_mul, Matrix.add_mul,
      Matrix.mul_smul, Matrix.smul_mul, Matrix.mul_one]
  have hHP : H * (C * Cᴴ) = C * diagonal (fun k => (E k : ℂ)) * Cᴴ := by
    rw [← Matrix.mul_assoc, h.eigen]
  have hPH : (C * Cᴴ) * H = C * diagonal (fun k => (E k : ℂ)) * Cᴴ := by
    rw [Matrix.mul_assoc, hadj, ← Matrix.mul_assoc]
  have hPP : (C * Cᴴ) * (C * Cᴴ) = C * Cᴴ := by
    rw [Matrix.mul_assoc, ← Matrix.mul_assoc Cᴴ, h.orthonormal, Matrix.one_mul]
  rw [hcore, shiftedOperator]
  generalize C * diagonal (fun k => (E k : ℂ)) * Cᴴ = X at hHP hPH ⊢
  generalize C * Cᴴ = P at hHP hPH hPP ⊢
  have hXP : X * P = X := by rw [← hHP, Matrix.mul_assoc, hPP]
  -- the projector commutes with `H`, so the valence part is `H - e` minus its core part
  have hleft : (1 - P) * (H - (e : ℂ) • 1) = H - (e : ℂ) • 1 - X + (e : ℂ) • P := by
    simp only [Matrix.sub_mul, Matrix.mul_sub, Matrix.one_mul, Matrix.mul_smul,
      Matrix.mul_one, hPH]
    abel
  rw [hleft]
  simp only [Matrix.sub_mul, Matrix.add_mul, Matrix.mul_sub, Matrix.mul_one, Matrix.smul_mul,
    Matrix.one_mul, hHP, hXP, hPP]
  abel

end

end CoreValenceDecomposition
```

The error:

```
Try this:
  [apply] abel_nf
Main.lean:59:82: error: unsolved goals
n : Type u_1
m : Type u_2
inst✝³ : Fintype n
inst✝² : DecidableEq n
inst✝¹ : Fintype m
inst✝ : DecidableEq m
H : Matrix n n ℂ
C : Matrix n m ℂ
E : m → ℝ
e : ℝ
h : IsCoreSplit H C E e
M : Matrix m m ℂ
hadj : Cᴴ * H = (diagonal fun k => ↑(E k)) * Cᴴ
hcore : C * coreMatrix M E e * Cᴴ = C * M * Cᴴ + (C * diagonal fun k => ↑(E k)) * Cᴴ - ↑e • (C * Cᴴ)
X P : Matrix n n ℂ
hHP : H * P = X
hPH : P * H = X
hPP : P * P = P
hXP : X * P = X
⊢ H + (-1 • X + -1 • ↑e • (1 + -1 • P)) = H + (-1 • X + (-1 • ↑e • 1 + ↑e • P))
```

Fix (accepted with no message):

```diff
@@ -59,5 +59,5 @@
   have hleft : (1 - P) * (H - (e : ℂ) • 1) = H - (e : ℂ) • 1 - X + (e : ℂ) • P := by
     simp only [Matrix.sub_mul, Matrix.mul_sub, Matrix.one_mul, Matrix.mul_smul,
-      Matrix.mul_one, hPH]
+      Matrix.mul_one, hPH, smul_sub]
     abel
   rw [hleft]
```

Cause. The error is in `hleft`, the step that expands the product of `1 - P` and `H - e`. The goal left over has `↑e • (1 + -1 • P)` on the left, where the right has separate terms in `↑e • 1` and `↑e • P`. The two sides are equal, but only once the scalar `e` is distributed over the difference `1 - P`.

Nothing in the proof did that. The `simp only` call could move the scalar out of a matrix product, with `Matrix.mul_smul`, but had no lemma to distribute it over a subtraction. `abel` works with addition, subtraction and integer multiples, and does not distribute a complex scalar over a sum, so it could not match the two sides. The message `Try this: abel_nf` only offers the tactic's normalising form, and the goal shown is still unsolved.

The repair adds `smul_sub` to the `simp only` list. This lemma turns `e • (1 - P)` into `e • 1 - e • P`, after which the two sides differ only in the arrangement of their terms, and `abel` closes the goal.
